# Closed-shell MP2 spin components and SCS-MP2 correlation energies are nonpositive for positive denominators and nonnegative scaling factors

After a closed-shell MP2 calculation, spin-component scaling multiplies the opposite-spin and same-spin correlation energies by separate factors and adds them. For real orbitals and positive denominators, neither component can be positive, and for nonnegative factors neither can the scaled sum. All MP2 and SCS-MP2 energies below are correlation energies, without the Hartree-Fock energy.

## Integrals, denominators and energies

The finite types `O` and `V` hold the occupied orbitals $i,j$ and the virtual orbitals $a,b$.

```lean
import Mathlib

open Finset

namespace SpinComponentMP2

noncomputable section

variable {O V : Type*} [Fintype O] [Fintype V]
```

Write $K=(ia|jb)$, which is `g i a j b`, $L=(ib|ja)$, which is `g i b j a`, and $D=D_{ijab}$. Exchanging $a$ and $b$ swaps $K$ and $L$. The array `g` is real but otherwise arbitrary. All sums below run over $i,j,a,b$ unless marked otherwise. The opposite-spin energy is $E_{os}=-\sum K^2/D$.

```lean
/-- The opposite-spin MP2 energy `-∑ (ia|jb)² / D`, with `g i a j b = (ia|jb)`. -/
def oppositeSpin (g : O → V → O → V → ℝ) (D : O → O → V → V → ℝ) : ℝ :=
  -∑ i, ∑ j, ∑ a, ∑ b, g i a j b ^ 2 / D i j a b
```

The same-spin energy is $E_{ss}=-\sum K(K-L)/D$.

```lean
/-- The same-spin MP2 energy `-∑ (ia|jb) ((ia|jb) - (ib|ja)) / D`. -/
def sameSpin (g : O → V → O → V → ℝ) (D : O → O → V → V → ℝ) : ℝ :=
  -∑ i, ∑ j, ∑ a, ∑ b, g i a j b * (g i a j b - g i b j a) / D i j a b
```

The scaled energy is $E_{SCS}=c_{os}E_{os}+c_{ss}E_{ss}$; the factors are named `cos` and `css` in Lean.

```lean
/-- The spin-component-scaled MP2 energy with factors `cos` (opposite spin) and
`css` (same spin). -/
def scsEnergy (cos css : ℝ) (g : O → V → O → V → ℝ) (D : O → O → V → V → ℝ) : ℝ :=
  cos * oppositeSpin g D + css * sameSpin g D
```

The spin-orbital correlation energy $E_{MP2}$ is taken as the starting formula, not derived from perturbation theory. Its spins are Booleans, and both spins share the same spatial orbitals and denominators, so unrestricted references are not covered.

```lean
/-- The antisymmetrised integral over spin orbitals `iσ, jτ, aμ, bν`: each spatial integral
survives only if the spins of its paired orbitals agree. -/
def antisymInt (g : O → V → O → V → ℝ) (i j : O) (a b : V) (σ τ μ ν : Bool) : ℝ :=
  (if σ = μ ∧ τ = ν then g i a j b else 0) - (if σ = ν ∧ τ = μ then g i b j a else 0)

/-- The MP2 energy over spin orbitals, one quarter of the sum of squared antisymmetrised
integrals over denominators, with a minus sign. -/
def spinOrbitalMP2 (g : O → V → O → V → ℝ) (D : O → O → V → V → ℝ) : ℝ :=
  -(1 / 4) * ∑ i, ∑ j, ∑ a, ∑ b,
    (∑ σ, ∑ τ, ∑ μ, ∑ ν, antisymInt g i j a b σ τ μ ν ^ 2) / D i j a b
```

The orbital-energy denominator is needed only in part (i).

```lean
/-- The Møller-Plesset denominator `e(a) + e(b) - e(i) - e(j)`. -/
def mpDenominator (eo : O → ℝ) (ev : V → ℝ) (i j : O) (a b : V) : ℝ :=
  ev a + ev b - eo i - eo j
```

## (a) Averaging over virtual exchange

Suppose $f_{ijab}+f_{ijba}=2h_{ijab}$ for all indices. Show that
$$\sum f_{ijab}=\sum h_{ijab}.$$

**Solution.** Relabelling $a\leftrightarrow b$ gives $\sum f_{ijab}=\sum f_{ijba}$. Adding the two sums gives $2\sum f_{ijab}=2\sum h_{ijab}$. In Lean, `sum_comm` does the relabelling.

```lean
/-- Two sums over orbital pairs agree if the second summand is the average of the first
over the exchange of the virtual orbitals. -/
lemma sum_eq_of_exchange (f h : O → O → V → V → ℝ)
    (H : ∀ i j a b, f i j a b + f i j b a = 2 * h i j a b) :
    ∑ i, ∑ j, ∑ a, ∑ b, f i j a b = ∑ i, ∑ j, ∑ a, ∑ b, h i j a b := by
  have hs : ∑ i, ∑ j, ∑ a, ∑ b, f i j a b = ∑ i, ∑ j, ∑ a, ∑ b, f i j b a :=
    sum_congr rfl fun i _ => sum_congr rfl fun j _ => sum_comm
  have ht : ∑ i, ∑ j, ∑ a, ∑ b, f i j a b + ∑ i, ∑ j, ∑ a, ∑ b, f i j b a
      = 2 * ∑ i, ∑ j, ∑ a, ∑ b, h i j a b := by
    simp only [← sum_add_distrib, mul_sum, H]
  linarith
```

## (b) Carrying out the spin sums

Let $D_{ijab}=D_{ijba}$ (`hD`). Show that
$$E_{MP2}=E_{os}+E_{ss}.$$

**Solution.** Of the sixteen spin cases, two have all spins equal and give $(K-L)^2$, two give $K^2$, two give $L^2$, and the rest vanish. Hence
$$E_{MP2}=-\tfrac12\sum\frac{K^2+L^2+(K-L)^2}{D}.$$
The numerator of $-(E_{os}+E_{ss})$ is $K^2+K(K-L)$. Adding its exchanged copy $L^2+L(L-K)$ gives $K^2+L^2+(K-L)^2$, so (a) applies. The step `spin` evaluates the sixteen cases.

```lean
/-- For denominators symmetric in the virtual orbitals, summing over spins turns the spin-orbital
MP2 energy into the opposite-spin plus the same-spin energy over spatial orbitals. -/
theorem spinOrbitalMP2_eq (g : O → V → O → V → ℝ) (D : O → O → V → V → ℝ)
    (hD : ∀ i j a b, D i j a b = D i j b a) :
    spinOrbitalMP2 g D = oppositeSpin g D + sameSpin g D := by
  -- the sixteen spin cases
  have spin : ∀ i j a b, ∑ σ, ∑ τ, ∑ μ, ∑ ν, antisymInt g i j a b σ τ μ ν ^ 2
      = 2 * g i a j b ^ 2 + 2 * g i b j a ^ 2 + 2 * (g i a j b - g i b j a) ^ 2 := by
    intro i j a b
    simp only [Fintype.sum_bool, antisymInt, reduceCtorEq, and_true, and_false,
      if_true, if_false]
    ring
  have h := sum_eq_of_exchange
    (fun i j a b => g i a j b ^ 2 / D i j a b
      + g i a j b * (g i a j b - g i b j a) / D i j a b)
    (fun i j a b => (1 / 4) * ((2 * g i a j b ^ 2 + 2 * g i b j a ^ 2
      + 2 * (g i a j b - g i b j a) ^ 2) / D i j a b))
    (by intro i j a b; rw [hD i j b a]; ring)
  simp only [sum_add_distrib, ← mul_sum] at h
  simp only [spinOrbitalMP2, oppositeSpin, sameSpin, spin]
  linarith
```

## (c) The same-spin energy as a sum of squares

With the same symmetry of $D$, show that
$$E_{ss}=-\tfrac12\sum\frac{(K-L)^2}{D}.$$

**Solution.** Since $K(K-L)+L(L-K)=(K-L)^2$, use (a) with $h=\tfrac12(K-L)^2/D$.

As a numerical instance, take occupied orbitals 1, 2 and virtual orbitals 3, 4, with $(13|24)=(24|13)=0.2$, $(14|23)=(23|14)=0.1$, all other integrals zero and every $D=2$. These numbers only test the algebra: for actual orbitals, $(13|13)=0$ would force $(13|24)=0$. Then $E_{os}=-(0.04+0.01+0.01+0.04)/2=-0.05$. The definition gives $E_{ss}=-(0.02-0.01-0.01+0.02)/2=-0.01$, with terms of both signs. The square form gives $-\tfrac12\cdot4\cdot0.01/2=-0.01$.

```lean
/-- For denominators symmetric in the virtual orbitals, the same-spin MP2 energy is minus one half
of the sum of squared exchange differences `((ia|jb) - (ib|ja))²` over the denominators. -/
theorem sameSpin_eq_neg_half_sum_sq (g : O → V → O → V → ℝ) (D : O → O → V → V → ℝ)
    (hD : ∀ i j a b, D i j a b = D i j b a) :
    sameSpin g D =
      -(1 / 2) * ∑ i, ∑ j, ∑ a, ∑ b, (g i a j b - g i b j a) ^ 2 / D i j a b := by
  have h := sum_eq_of_exchange
    (fun i j a b => g i a j b * (g i a j b - g i b j a) / D i j a b)
    (fun i j a b => (1 / 2) * ((g i a j b - g i b j a) ^ 2 / D i j a b))
    (by intro i j a b; rw [hD i j b a]; ring)
  simp only [← mul_sum] at h
  rw [sameSpin, h]
  ring
```

## (d) Squares over positive denominators

Let every $D_{ijab}>0$ (`hpos`). For any real $f_{ijab}$, show that
$$\sum\frac{f_{ijab}^2}{D_{ijab}}\ge0.$$

**Solution.** Each term is a nonnegative number divided by a positive one.

```lean
/-- A sum of squares over positive denominators is nonnegative. -/
lemma sum_sq_div_nonneg (f D : O → O → V → V → ℝ) (hpos : ∀ i j a b, 0 < D i j a b) :
    0 ≤ ∑ i, ∑ j, ∑ a, ∑ b, f i j a b ^ 2 / D i j a b :=
  sum_nonneg fun i _ => sum_nonneg fun j _ => sum_nonneg fun a _ => sum_nonneg fun b _ =>
    div_nonneg (sq_nonneg _) (hpos i j a b).le
```

## (e) Bounding the same-spin energy

For symmetric, positive $D$, show that
$$2E_{os}\le E_{ss}.$$

**Solution.** We have
$$E_{ss}-2E_{os}=\sum\frac{2K^2-K(K-L)}{D}=\sum\frac{K(K+L)}{D}.$$
Since $K(K+L)+L(L+K)=(K+L)^2$, part (a) turns this into $\tfrac12\sum(K+L)^2/D$, which is nonnegative by (d).

```lean
/-- For symmetric, positive denominators, twice the opposite-spin energy is a lower bound for the
same-spin energy: `2 E_os ≤ E_ss`. -/
theorem two_mul_oppositeSpin_le_sameSpin (g : O → V → O → V → ℝ) (D : O → O → V → V → ℝ)
    (hD : ∀ i j a b, D i j a b = D i j b a) (hpos : ∀ i j a b, 0 < D i j a b) :
    2 * oppositeSpin g D ≤ sameSpin g D := by
  -- the difference is half a sum of squares of exchange-symmetric integrals
  have h := sum_eq_of_exchange
    (fun i j a b => 2 * (g i a j b ^ 2 / D i j a b)
      - g i a j b * (g i a j b - g i b j a) / D i j a b)
    (fun i j a b => (1 / 2) * ((g i a j b + g i b j a) ^ 2 / D i j a b))
    (by intro i j a b; rw [hD i j b a]; ring)
  simp only [sum_sub_distrib, ← mul_sum] at h
  have hn := sum_sq_div_nonneg (fun i j a b => g i a j b + g i b j a) D hpos
  simp only [oppositeSpin, sameSpin]
  linarith
```

## (f) Signs of the components and the scaled energy

Under the same conditions, show that
$$E_{os}\le0,\qquad E_{ss}\le0,\qquad E_{SCS}\le0\ \text{ for } c_{os},c_{ss}\ge0.$$

**Solution.** Apply (d) to $f=K$ for the first, and to $f=K-L$ together with (c) for the second. The scaled energy is then a sum of two nonpositive products.

```lean
/-- For symmetric, positive denominators, both spin components of the MP2 energy are nonpositive,
and so is the SCS-MP2 energy for all nonnegative scaling factors. -/
theorem spin_components_and_scs_nonpos (g : O → V → O → V → ℝ) (D : O → O → V → V → ℝ)
    (hD : ∀ i j a b, D i j a b = D i j b a) (hpos : ∀ i j a b, 0 < D i j a b) :
    oppositeSpin g D ≤ 0 ∧ sameSpin g D ≤ 0 ∧
      ∀ cos css : ℝ, 0 ≤ cos → 0 ≤ css → scsEnergy cos css g D ≤ 0 := by
  have h1 : oppositeSpin g D ≤ 0 :=
    neg_nonpos.mpr (sum_sq_div_nonneg (fun i j a b => g i a j b) D hpos)
  have h2 : sameSpin g D ≤ 0 := by
    have hn := sum_sq_div_nonneg (fun i j a b => g i a j b - g i b j a) D hpos
    rw [sameSpin_eq_neg_half_sum_sq g D hD]
    linarith
  exact ⟨h1, h2, fun cos css hc hs =>
    add_nonpos (mul_nonpos_of_nonneg_of_nonpos hc h1) (mul_nonpos_of_nonneg_of_nonpos hs h2)⟩
```

## (g) A negative same-spin factor

Keep the conditions on $D$, and let $c_{ss}<0$ and $c_{os}+2c_{ss}\ge0$. Show that $E_{SCS}\le0$ still holds.

**Solution.** Multiplying (e) by $c_{ss}$ reverses it, so $c_{ss}E_{ss}\le2c_{ss}E_{os}$. Therefore
$$E_{SCS}\le(c_{os}+2c_{ss})E_{os}\le0.$$

```lean
/-- For symmetric, positive denominators, the SCS-MP2 energy stays nonpositive for a negative
same-spin factor `css`, as long as `cos + 2 css` is nonnegative. -/
theorem scsEnergy_nonpos_of_neg_sameSpin_factor (g : O → V → O → V → ℝ)
    (D : O → O → V → V → ℝ) (hD : ∀ i j a b, D i j a b = D i j b a)
    (hpos : ∀ i j a b, 0 < D i j a b) (cos css : ℝ) (hs : css < 0) (hc : 0 ≤ cos + 2 * css) :
    scsEnergy cos css g D ≤ 0 := by
  have h1 := (spin_components_and_scs_nonpos g D hD hpos).1
  have h2 := two_mul_oppositeSpin_le_sameSpin g D hD hpos
  have h3 := mul_nonpos_of_nonneg_of_nonpos hc h1
  have h4 := mul_le_mul_of_nonpos_left h2 hs.le
  unfold scsEnergy
  linarith
```

## (h) When the same-spin energy vanishes

For symmetric, positive $D$, show that
$$E_{ss}=0\iff (ia|jb)=(ib|ja)\text{ for all }i,j,a,b.$$

**Solution.** If $E_{ss}=0$, the nonnegative terms in (c) sum to zero, so each vanishes and $K=L$. Lean applies `sum_eq_zero_iff_of_nonneg` once per index. Conversely, $K=L$ makes every term of the definition zero. With a single virtual orbital this always happens.

```lean
/-- For symmetric, positive denominators, the same-spin energy vanishes exactly when every integral
is unchanged by exchanging the two virtual orbitals. -/
theorem sameSpin_eq_zero_iff (g : O → V → O → V → ℝ) (D : O → O → V → V → ℝ)
    (hD : ∀ i j a b, D i j a b = D i j b a) (hpos : ∀ i j a b, 0 < D i j a b) :
    sameSpin g D = 0 ↔ ∀ i j a b, g i a j b = g i b j a := by
  constructor
  · intro h i j a b
    rw [sameSpin_eq_neg_half_sum_sq g D hD] at h
    have h0 : ∑ i, ∑ j, ∑ a, ∑ b, (g i a j b - g i b j a) ^ 2 / D i j a b = 0 := by
      linarith
    have n : ∀ i j a b, 0 ≤ (g i a j b - g i b j a) ^ 2 / D i j a b :=
      fun i j a b => div_nonneg (sq_nonneg _) (hpos i j a b).le
    -- a vanishing sum of nonnegative terms vanishes term by term
    have h1 := (sum_eq_zero_iff_of_nonneg (fun i _ => sum_nonneg fun j _ =>
      sum_nonneg fun a _ => sum_nonneg fun b _ => n i j a b)).1 h0 i (mem_univ i)
    have h2 := (sum_eq_zero_iff_of_nonneg (fun j _ =>
      sum_nonneg fun a _ => sum_nonneg fun b _ => n i j a b)).1 h1 j (mem_univ j)
    have h3 := (sum_eq_zero_iff_of_nonneg (fun a _ =>
      sum_nonneg fun b _ => n i j a b)).1 h2 a (mem_univ a)
    have h4 := (sum_eq_zero_iff_of_nonneg (fun b _ => n i j a b)).1 h3 b (mem_univ b)
    rcases div_eq_zero_iff.1 h4 with h5 | h5
    · exact sub_eq_zero.1 (pow_eq_zero_iff (two_ne_zero)|>.1 h5)
    · exact absurd h5 (hpos i j a b).ne'
  · intro h
    have z : ∀ i j a b, g i a j b - g i b j a = 0 := fun i j a b => sub_eq_zero.2 (h i j a b)
    simp [sameSpin, z]
```

## (i) Denominators from orbital energies

Let $D_{ijab}=\varepsilon_a+\varepsilon_b-\varepsilon_i-\varepsilon_j$, with every occupied level below every virtual level (`gap`). Show that
$$c_{os}E_{os}+c_{ss}E_{ss}\le0\quad\text{for }c_{os},c_{ss}\ge0.$$

**Solution.** This $D$ is symmetric in $a,b$, and $D=(\varepsilon_a-\varepsilon_i)+(\varepsilon_b-\varepsilon_j)>0$. Both conditions of (f) are met. The gap itself is assumed; it can be checked on the orbital energies of the reference calculation.

```lean
/-- With orbital-energy denominators and every occupied level below every virtual level, the
SCS-MP2 energy is nonpositive for nonnegative scaling factors. -/
theorem scsEnergy_nonpos_of_gap (g : O → V → O → V → ℝ) (eo : O → ℝ) (ev : V → ℝ)
    (gap : ∀ i a, eo i < ev a) (cos css : ℝ) (hc : 0 ≤ cos) (hs : 0 ≤ css) :
    scsEnergy cos css g (mpDenominator eo ev) ≤ 0 := by
  refine (spin_components_and_scs_nonpos g _ ?_ ?_).2.2 cos css hc hs
  · intro i j a b
    unfold mpDenominator
    ring
  · intro i j a b
    unfold mpDenominator
    linarith [gap i a, gap j b]

end

end SpinComponentMP2
```

```lean
#print axioms SpinComponentMP2.spin_components_and_scs_nonpos
#print axioms SpinComponentMP2.scsEnergy_nonpos_of_neg_sameSpin_factor
#print axioms SpinComponentMP2.sameSpin_eq_zero_iff
#print axioms SpinComponentMP2.scsEnergy_nonpos_of_gap
```

```
'SpinComponentMP2.spin_components_and_scs_nonpos' depends on axioms: [propext, Classical.choice, Quot.sound]
'SpinComponentMP2.scsEnergy_nonpos_of_neg_sameSpin_factor' depends on axioms: [propext, Classical.choice, Quot.sound]
'SpinComponentMP2.sameSpin_eq_zero_iff' depends on axioms: [propext, Classical.choice, Quot.sound]
'SpinComponentMP2.scsEnergy_nonpos_of_gap' depends on axioms: [propext, Classical.choice, Quot.sound]
```
